# Partner Hamiltonians $BA$ and $AB$ have isomorphic levels at every nonzero energy

A level is modelled here as a kernel: the level of a Hamiltonian $H$ at energy $e$ is the set of all vectors $x$ with $(H-e)x=0$, in a plain vector space with no norm and no boundary conditions beyond those built into the space. The two partner Hamiltonians are the products $BA$ and $AB$ of linear maps $A:V\to W$ and $B:W\to V$. For $e\neq 0$, $A$ carries the level of $BA$ isomorphically onto the level of $AB$; at $e=0$ this can fail.

For a single particle on the line whose Hamiltonian factorises into first-order operators, this is the level pairing of supersymmetric quantum mechanics, provided that the operators map the chosen function spaces into each other. An example is $A=\frac{d}{dx}+x$ and $B=-\frac{d}{dx}+x$ on Schwartz functions, where $BA=-\frac{d^2}{dx^2}+x^2-1$ and $AB=-\frac{d^2}{dx^2}+x^2+1$. On the space of all smooth functions, the same theorem would pair, for each $e\neq0$, all smooth solutions of $BAf=ef$ with all smooth solutions of $ABg=eg$, normalisable or not.

## Levels as kernels

```lean
import Mathlib

open scoped InnerProductSpace

namespace PartnerDegeneracy

noncomputable section

variable {K V W : Type*} [Field K] [AddCommGroup V] [Module K V]
  [AddCommGroup W] [Module K W]
```

`K` is the field of scalars, usually $\mathbb R$ or $\mathbb C$. Lean's `Module K V` over a field means that `V` is a vector space, and no dimension is assumed finite.

```lean
/-- The Hamiltonian `H` measured from the energy `e`, that is `H - e`. -/
def offset (H : Module.End K V) (e : K) : Module.End K V := H - e • 1
```

`Module.End K V` is the type of linear maps from $V$ to itself, and its `1` is the identity. Thus `offset H e` is the operator $H-e$.

```lean
/-- The level of `H` at energy `e`: the kernel of `H - e`. -/
def level (H : Module.End K V) (e : K) : Submodule K V := LinearMap.ker (offset H e)
```

The level is a `Submodule`, that is, a linear subspace. It always contains the zero vector, so $e$ is an eigenvalue only when the level contains something else.

```lean
/-- The states annihilated by the `k`-th power of `H - e`. -/
def jordanLevel (H : Module.End K V) (e : K) (k : ℕ) : Submodule K V :=
  LinearMap.ker (offset H e ^ k)
```

For a natural number $k$, this is the kernel of $(H-e)^k$. It is $\{0\}$ for $k=0$ and the ordinary level for $k=1$. Larger $k$ admits Jordan chains, which can occur when $H$ is not Hermitian.

```lean
lemma offset_apply (H : Module.End K V) (e : K) (x : V) :
    offset H e x = H x - e • x := rfl
```

Applied to a vector, the definition reads $(H-e)x=Hx-ex$. The symbol `•` multiplies a vector by a scalar, and `rfl` says that the two sides agree by definition.

```lean
/-- A state lies in the level at energy `e` exactly when it solves the stationary
Schrödinger equation `H x = e x`. -/
theorem mem_level {H : Module.End K V} {e : K} {x : V} :
    x ∈ level H e ↔ H x = e • x := by
  rw [level, LinearMap.mem_ker, offset_apply, sub_eq_zero]
```

Membership in the level is the stationary Schrödinger equation $Hx=ex$. The later proofs use this lemma to pass between the two forms.

```lean
lemma mem_jordanLevel {H : Module.End K V} {e : K} {k : ℕ} {x : V} :
    x ∈ jordanLevel H e k ↔ (offset H e ^ k) x = 0 := Iff.rfl
```

Likewise, $x$ belongs to `jordanLevel H e k` exactly when $(H-e)^kx=0$.

## Carrying states from one partner to the other

```lean
/-- Intertwining relation: `A (BA - e)^k = (AB - e)^k A`. -/
theorem intertwine_pow (A : V →ₗ[K] W) (B : W →ₗ[K] V) (e : K) (k : ℕ) (x : V) :
    A ((offset (B ∘ₗ A) e ^ k) x) = (offset (A ∘ₗ B) e ^ k) (A x) := by
  induction k generalizing x with
  | zero => simp
  | succ k ih =>
    have h : A (offset (B ∘ₗ A) e x) = offset (A ∘ₗ B) e (A x) := by
      simp [offset_apply]
    rw [pow_succ (offset (B ∘ₗ A) e), pow_succ (offset (A ∘ₗ B) e),
      Module.End.mul_apply, Module.End.mul_apply, ih, h]
```

The arrow `→ₗ[K]` denotes a linear map, and `B ∘ₗ A` is the product $BA$, with $A$ acting first. The statement is
$$A(BA-e)^kx=(AB-e)^kAx .$$
For one factor, both sides equal $ABAx-eAx$; this is the step named `h`. For $k+1$ factors, apply the case $k$ to the vector $(BA-e)x$:
$$A(BA-e)^k(BA-e)x=(AB-e)^kA(BA-e)x=(AB-e)^{k+1}Ax .$$
Because the induction hypothesis is needed at a new vector, the induction is declared with `generalizing x`.

```lean
lemma map_mem_level (A : V →ₗ[K] W) (B : W →ₗ[K] V) {e : K} {x : V}
    (hx : x ∈ level (B ∘ₗ A) e) : A x ∈ level (A ∘ₗ B) e := by
  have h : B (A x) = e • x := mem_level.mp hx
  rw [mem_level, LinearMap.comp_apply, h, map_smul]
```

If $BAx=ex$, then $AB(Ax)=A(BAx)=eAx$. So $A$ sends the level of $BA$ into the level of $AB$, even for $e=0$. What may go wrong at zero is the way back.

```lean
/-- Partner degeneracy: for `e ≠ 0` the map `A` restricts to a linear isomorphism from the
level of `BA` at energy `e` onto the level of `AB` at energy `e`, with inverse `e⁻¹ B`. -/
theorem partner_degeneracy (A : V →ₗ[K] W) (B : W →ₗ[K] V) {e : K} (he : e ≠ 0) :
    ∃ Φ : level (B ∘ₗ A) e ≃ₗ[K] level (A ∘ₗ B) e,
      (∀ x, (Φ x : W) = A x) ∧ ∀ y, (Φ.symm y : V) = e⁻¹ • B y := by
  refine ⟨LinearEquiv.ofLinearMap
    (A.restrict fun x hx => map_mem_level A B hx)
    ((e⁻¹ • B).restrict fun y hy => Submodule.smul_mem _ _ (map_mem_level B A hy))
    (LinearMap.ext fun y => Subtype.ext ?_) (LinearMap.ext fun x => Subtype.ext ?_),
    fun _ => rfl, fun _ => rfl⟩
  · -- on the level of `AB`, the product `AB` is multiplication by `e`
    have h : A (B (y : W)) = e • (y : W) := mem_level.mp y.2
    change A (e⁻¹ • B (y : W)) = (y : W)
    rw [map_smul, h, smul_smul, inv_mul_cancel₀ he, one_smul]
  · -- on the level of `BA`, the product `BA` is multiplication by `e`
    have h : B (A (x : V)) = e • (x : V) := mem_level.mp x.2
    change e⁻¹ • B (A (x : V)) = (x : V)
    rw [h, smul_smul, inv_mul_cancel₀ he, one_smul]
```

The theorem provides a linear isomorphism $\Phi$, written `≃ₗ[K]`, between the two levels. It acts as $\Phi x=Ax$, and its inverse is $\Phi^{-1}y=e^{-1}By$. The annotation `(Φ x : W)` regards an element of the level as a vector of the surrounding space $W$. In particular, the two levels have the same degeneracy.

By hand, the previous lemma shows that $A$ maps the first level into the second. With the roles of $A$ and $B$ exchanged, it shows that $B$, and hence $e^{-1}B$, maps the second into the first. For $y$ in the level of $AB$ and $x$ in the level of $BA$,
$$A(e^{-1}By)=e^{-1}ABy=y,\qquad e^{-1}B(Ax)=e^{-1}BAx=x .$$
The proof builds $\Phi$ from the two restricted maps, and its two bullets are these two equations in this order. The hypothesis `he`, which says $e\neq0$, enters through `inv_mul_cancel₀`, the rule $e^{-1}e=1$.

A small instance has $V=\mathbb R^2$, $W=\mathbb R$, $A=(3\;\;4)$ and $B=A^{T}$. Then
$$BA=\begin{pmatrix}9&12\\12&16\end{pmatrix},\qquad AB=25 .$$
The normalised vector $x=(3/5,\,4/5)$ satisfies $BAx=25x$. It is sent to $Ax=5$, and $\frac1{25}B\cdot5=(3/5,\,4/5)$ returns it. At zero energy, $BA$ has the state $(4/5,\,-3/5)$, while $AB=25$ has none.

## Jordan chains

```lean
lemma map_mem_jordanLevel (A : V →ₗ[K] W) (B : W →ₗ[K] V) {e : K} {k : ℕ} {x : V}
    (hx : x ∈ jordanLevel (B ∘ₗ A) e k) : A x ∈ jordanLevel (A ∘ₗ B) e k := by
  rw [mem_jordanLevel, ← intertwine_pow, mem_jordanLevel.mp hx, map_zero]
```

If $(BA-e)^kx=0$, the intertwining relation gives $(AB-e)^kAx=A(BA-e)^kx=0$. Thus $A$ respects the larger kernels too.

```lean
lemma offset_pow_of_map_eq_zero (A : V →ₗ[K] W) (B : W →ₗ[K] V) (e : K) (k : ℕ) {d : V}
    (hd : A d = 0) : (offset (B ∘ₗ A) e ^ k) d = (-e) ^ k • d := by
  have step : offset (B ∘ₗ A) e d = (-e) • d := by simp [offset_apply, hd]
  induction k with
  | zero => simp
  | succ k ih =>
    rw [pow_succ' (offset (B ∘ₗ A) e), Module.End.mul_apply, ih, map_smul, step,
      smul_smul, pow_succ]
```

This lemma prepares injectivity. If $Ad=0$, then $(BA-e)d=-ed$, and repeating this $k$ times gives $(BA-e)^kd=(-e)^kd$. The one-factor case is `step`, and the induction supplies the powers.

```lean
lemma exists_jordan_preimage (A : V →ₗ[K] W) (B : W →ₗ[K] V) {e : K} (he : e ≠ 0) (k : ℕ) :
    ∀ y ∈ jordanLevel (A ∘ₗ B) e k, ∃ x ∈ jordanLevel (B ∘ₗ A) e k, A x = y := by
  induction k with
  | zero =>
    intro y hy
    have hy' : y = 0 := by simpa [mem_jordanLevel] using hy
    exact ⟨0, Submodule.zero_mem _, by simp [hy']⟩
  | succ k ih =>
    intro y hy
    -- `(AB - e) y` sits one step lower in the chain, so it already has a preimage
    have hz : offset (A ∘ₗ B) e y ∈ jordanLevel (A ∘ₗ B) e k := by
      have h := mem_jordanLevel.mp hy
      rw [pow_succ, Module.End.mul_apply] at h
      exact h
    obtain ⟨x, hx, hA⟩ := ih _ hz
    have hx' : x ∈ jordanLevel (B ∘ₗ A) e (k + 1) := by
      rw [mem_jordanLevel, pow_succ', Module.End.mul_apply, mem_jordanLevel.mp hx, map_zero]
    -- solve `e y = AB y - (AB - e) y` for `y`
    refine ⟨e⁻¹ • (B y - x),
      Submodule.smul_mem _ _ (Submodule.sub_mem _ (map_mem_jordanLevel B A hy) hx'), ?_⟩
    rw [map_smul, map_sub, hA, offset_apply, LinearMap.comp_apply, sub_sub_cancel,
      smul_smul, inv_mul_cancel₀ he, one_smul]
```

This lemma is surjectivity: every $y$ with $(AB-e)^ky=0$ is $Ax$ for some $x$ with $(BA-e)^kx=0$. For $k=0$ the only such $y$ is $0$, and $x=0$ serves.

For the step to $k+1$, let $(AB-e)^{k+1}y=0$. The vector $z=(AB-e)y$ is killed by $(AB-e)^k$, so the induction hypothesis gives $z=Ax$ with $(BA-e)^kx=0$. Then
$$ey=ABy-(AB-e)y=ABy-Ax=A(By-x),$$
and therefore $y=A\big(e^{-1}(By-x)\big)$. The vector $e^{-1}(By-x)$ lies in the kernel of $(BA-e)^{k+1}$: $By$ does by the transfer lemma with $A$ and $B$ exchanged, and $x$ does because it already vanishes under the $k$-th power. In the code these facts are `hz`, `hA` and `hx'`, and the vector is handed over in the final `refine`.

```lean
/-- Partner degeneracy for Jordan chains: for `e ≠ 0` and every `k`, the map `A` is a
bijection from the kernel of `(BA - e)^k` onto the kernel of `(AB - e)^k`. -/
theorem jordan_partner_degeneracy (A : V →ₗ[K] W) (B : W →ₗ[K] V) {e : K} (he : e ≠ 0)
    (k : ℕ) :
    Set.BijOn (⇑A) (jordanLevel (B ∘ₗ A) e k : Set V) (jordanLevel (A ∘ₗ B) e k : Set W) := by
  refine ⟨fun x hx => map_mem_jordanLevel A B hx, fun x hx y hy hxy => ?_,
    fun y hy => exists_jordan_preimage A B he k y hy⟩
  -- a difference killed by `A` is only rescaled by `BA - e`, hence vanishes
  have hd : A (x - y) = 0 := by rw [map_sub, sub_eq_zero]; exact hxy
  have h := mem_jordanLevel.mp (Submodule.sub_mem _ hx hy)
  rw [offset_pow_of_map_eq_zero A B e k hd] at h
  exact sub_eq_zero.mp
    ((smul_eq_zero.mp h).resolve_left (pow_ne_zero k (neg_ne_zero.mpr he)))
```

`Set.BijOn` collects three facts: $A$ maps the first kernel into the second, is injective on it, and reaches all of the second. The first and third are the lemmas above. For injectivity, let $x$ and $y$ lie in the first kernel with $Ax=Ay$, and put $d=x-y$. Then $Ad=0$, so
$$0=(BA-e)^kd=(-e)^kd .$$
Since $(-e)^k\neq0$, it follows that $d=0$.

The inverse is in general no longer $e^{-1}B$, because $AB$ does not act as multiplication by $e$ on a proper Jordan chain.

## Normalising the partner state

```lean
/-- For a bounded operator `A` between Hilbert spaces and a state `y` in the level of `A†A`
at energy `e`, the overlap of `A x` with `A y` is `e` times the overlap of `x` with `y`. -/
theorem partner_overlap {E F : Type*} [NormedAddCommGroup E] [InnerProductSpace ℂ E]
    [CompleteSpace E] [NormedAddCommGroup F] [InnerProductSpace ℂ F] [CompleteSpace F]
    (A : E →L[ℂ] F) {e : ℂ} (x : E) {y : E}
    (hy : y ∈ level ((ContinuousLinearMap.adjoint A : F →ₗ[ℂ] E) ∘ₗ (A : E →ₗ[ℂ] F)) e) :
    ⟪A x, A y⟫_ℂ = e * ⟪x, y⟫_ℂ := by
  have h : ContinuousLinearMap.adjoint A (A y) = e • y := mem_level.mp hy
  rw [← ContinuousLinearMap.adjoint_inner_right, h, inner_smul_right]
```

Here $E$ and $F$ are complex Hilbert spaces, `E →L[ℂ] F` is the type of bounded operators, and $B$ is the adjoint $A^\dagger$. The inner product is linear in its second argument. Now both $x$ and $y$ belong to $E$; only $y$ has to lie in the level, so that $A^\dagger Ay=ey$. Then
$$\langle Ax,Ay\rangle=\langle x,A^\dagger Ay\rangle=e\langle x,y\rangle ,$$
and the last line of the proof makes these two moves.

Setting $x=y$ gives $\|Ay\|^2=e\|y\|^2$. For a normalised $y$ and $e\neq0$, the energy is therefore positive and the normalised partner state is $Ay/\sqrt e$. In the numerical instance, $\sqrt{25}=5$ is the length of $Ax$.

Boundedness excludes differential operators on $L^2$. A different model would take $A$ to be a closed, densely defined operator between Hilbert spaces, with partners $A^\dagger A$ and $AA^\dagger$. Levels would then contain only normalisable states, and both Hamiltonians would be self-adjoint, so that Jordan chains would reduce to ordinary eigenvectors. In exchange, each step would need a check of domains, and independent choices of $A$ and $B$ would be lost.

## An unpaired state at zero energy

```lean
variable (K)

/-- The raising shift `(f₀, f₁, …) ↦ (0, f₀, f₁, …)` on finitely supported sequences. -/
def raise : (ℕ →₀ K) →ₗ[K] (ℕ →₀ K) := Finsupp.lmapDomain K K Nat.succ
```

`ℕ →₀ K` is the space of sequences $f=(f_0,f_1,\dots)$ with finitely many nonzero entries. The raising shift, which now plays the part of $A$, moves every entry one place up and puts $0$ in front. The line `variable (K)` means that the field is written out from here on, as in `raise K`.

```lean
/-- The lowering shift `(f₀, f₁, …) ↦ (f₁, f₂, …)` on finitely supported sequences. -/
def lower : (ℕ →₀ K) →ₗ[K] (ℕ →₀ K) := Finsupp.lcomapDomain Nat.succ Nat.succ_injective
```

The lowering shift plays the part of $B$. It discards $f_0$ and moves the other entries one place down.

```lean
lemma raise_succ (f : ℕ →₀ K) (n : ℕ) : raise K f (n + 1) = f n :=
  Finsupp.mapDomain_apply Nat.succ_injective f n
```

Entry $n+1$ of the raised sequence is $f_n$.

```lean
lemma lower_apply (f : ℕ →₀ K) (n : ℕ) : lower K f n = f (n + 1) := rfl
```

Entry $n$ of the lowered sequence is $f_{n+1}$.

```lean
/-- At zero energy, lowering after raising has no nonzero state, while raising after lowering
has exactly the multiples of the first basis sequence. -/
theorem shift_zero_modes :
    level (lower K ∘ₗ raise K) 0 = ⊥ ∧
      level (raise K ∘ₗ lower K) 0 = Submodule.span K {Finsupp.single 0 1} := by
  constructor
  · refine (Submodule.eq_bot_iff _).mpr fun f hf => ?_
    have h : lower K (raise K f) = (0 : K) • f := mem_level.mp hf
    ext n
    have hn := DFunLike.congr_fun h n
    rw [lower_apply, raise_succ, zero_smul] at hn
    exact hn
  · ext f
    rw [mem_level, zero_smul, Submodule.mem_span_singleton, LinearMap.comp_apply]
    constructor
    · intro h
      refine ⟨f 0, ?_⟩
      ext n
      cases n with
      | zero => simp
      | succ n =>
        have hn := DFunLike.congr_fun h (n + 1)
        rw [raise_succ, lower_apply] at hn
        rw [hn]
        simp
    · rintro ⟨c, rfl⟩
      have h : lower K (Finsupp.single 0 1) = 0 := by
        ext n
        simp [lower_apply]
      rw [map_smul, h, smul_zero, map_zero]
```

The symbol `⊥` is the zero subspace, and `Finsupp.single 0 1` is the sequence $\delta_0=(1,0,0,\dots)$. The theorem says that $\ker BA=\{0\}$ and that $\ker AB$ is the line spanned by $\delta_0$.

By hand, raising and then lowering restores $f$, so $BAf=0$ forces $f=0$. In the other order,
$$AB(f_0,f_1,f_2,\dots)=(0,f_1,f_2,\dots),$$
which vanishes exactly when $f=f_0\delta_0$. The proof compares entries: `ext n` reduces an equation between sequences to its $n$-th entry, and the case split on `n` separates $f_0$ from the rest. The converse uses $B\delta_0=0$.

```lean
/-- Partner degeneracy fails at zero energy: for the two shifts there is no linear isomorphism
whatever between the zero-energy levels of the partners. -/
theorem no_partner_at_zero :
    IsEmpty (level (lower K ∘ₗ raise K) 0 ≃ₗ[K] level (raise K ∘ₗ lower K) 0) := by
  refine ⟨fun Φ => ?_⟩
  have hs : (Finsupp.single 0 1 : ℕ →₀ K) ∈ level (raise K ∘ₗ lower K) 0 := by
    rw [(shift_zero_modes K).2]
    exact Submodule.mem_span_singleton_self _
  have key : ∀ x : level (lower K ∘ₗ raise K) 0, x = 0 := fun x =>
    Subtype.ext ((Submodule.mem_bot K).mp (le_of_eq (shift_zero_modes K).1 x.2))
  -- the unpaired zero mode would have to vanish
  have h1 := Φ.symm.map_eq_zero_iff.mp (key (Φ.symm ⟨_, hs⟩))
  have h2 : (Finsupp.single 0 1 : ℕ →₀ K) = 0 := congrArg Subtype.val h1
  simp at h2

end

end PartnerDegeneracy
```

`IsEmpty` says that the type of linear isomorphisms between the two zero-energy levels has no element. This excludes every linear isomorphism, and not only the one given by $A$. Suppose that $\Phi$ were one. Then $\Phi^{-1}\delta_0$ would lie in $\ker BA=\{0\}$, so $\delta_0$ would be $0$, although its first entry is $1$. In the proof, `hs` places $\delta_0$ in $\ker AB$, `key` says that $\ker BA$ contains only zero, and `h2` is the contradiction.

The sequence $\delta_0$ is the analogue of an oscillator ground state, which the lowering operator annihilates and which has no partner. Such a mismatch at zero depends on the pair of maps: if $A$ and $B$ are both invertible, both zero-energy levels are trivial and agree.

```lean
#print axioms PartnerDegeneracy.partner_degeneracy
#print axioms PartnerDegeneracy.jordan_partner_degeneracy
#print axioms PartnerDegeneracy.partner_overlap
#print axioms PartnerDegeneracy.no_partner_at_zero
```

```
'PartnerDegeneracy.partner_degeneracy' depends on axioms: [propext, Classical.choice, Quot.sound]
'PartnerDegeneracy.jordan_partner_degeneracy' depends on axioms: [propext, Classical.choice, Quot.sound]
'PartnerDegeneracy.partner_overlap' depends on axioms: [propext, Classical.choice, Quot.sound]
'PartnerDegeneracy.no_partner_at_zero' depends on axioms: [propext, Classical.choice, Quot.sound]
```
